# The statistical branching ratio $(l+1):l$ of a spin-orbit split shell

## One orbital state

Take a single orbital state carrying a spin one half. Number the Pauli matrices from zero, $\sigma_0=\sigma_x$, $\sigma_1=\sigma_y$, $\sigma_2=\sigma_z$, so that $\sigma_0$ is not the unit matrix here. Let $c_0,c_1,c_2$ and $\alpha$ be complex numbers and $l\ge 0$ a real number, and set

$$X=\sum_k c_k\sigma_k=\begin{pmatrix}c_2 & c_0-ic_1\\ c_0+ic_1 & -c_2\end{pmatrix},\qquad P=\frac{l+1+X}{2l+1},\qquad Q=\frac{l-X}{2l+1},$$

where a number added to a matrix stands for that multiple of the unit matrix. The trace of $\alpha P$ adds the spin-up and spin-down diagonal entries:

$$\operatorname{tr}\alpha P=\alpha\,\frac{(l+1+c_2)+(l+1-c_2)}{2l+1}=\frac{2(l+1)\,\alpha}{2l+1},\qquad \operatorname{tr}\alpha Q=\alpha\,\frac{(l-c_2)+(l+c_2)}{2l+1}=\frac{2l\,\alpha}{2l+1}.$$

The numbers $c_0$ and $c_1$ do not reach the diagonal, and $c_2$ enters with opposite signs for the two spin directions. The factor $\alpha$ weights both directions equally, so $X$ drops out and the traces stand in the proportion $(l+1):l$. The general result repeats this cancellation with matrices in place of numbers.

## The claim

Let the orbital space have finite dimension $d$, let $L_0,L_1,L_2$ and $A$ be arbitrary complex $d\times d$ matrices, and let $l\ge0$ be real. On the product of orbital and spin space put $X=\sum_k L_k\otimes\sigma_k$ and define $P$ and $Q$ from $X$ as above. Then

$$\operatorname{tr}P(A\otimes 1)=\frac{2(l+1)}{2l+1}\operatorname{tr}A,\qquad \operatorname{tr}Q(A\otimes 1)=\frac{2l}{2l+1}\operatorname{tr}A .$$

The physical reading takes the $L_k$ to be the angular momentum matrices of a shell with quantum number $l\ge 1$, in units with $\hbar=1$. With $\mathbf S=\boldsymbol\sigma/2$ and $\mathbf J=\mathbf L+\mathbf S$ one has $X=2\,\mathbf L\cdot\mathbf S=\mathbf J^2-\mathbf L^2-\mathbf S^2$, with eigenvalue $j(j+1)-l(l+1)-\tfrac34$ on the level of total angular momentum $j$. This is $l$ for $j=l+\tfrac12$ and $-(l+1)$ for $j=l-\tfrac12$. Hence $P$ has eigenvalues $1$ and $0$ on the two levels and $Q$ has $0$ and $1$, and they are the projectors onto $j=l+\tfrac12$ and $j=l-\tfrac12$.

The result bears on absorption from a spin-orbit split core shell in a one-electron model in which both levels share one spin-independent transition operator $D$ and the accepted final states are the range of an orbital projector $\Pi$ taken with both spin directions: the squared transition matrix elements, summed over the states of each level and over the accepted final states, are then the two traces with $A=D^\dagger\Pi D$. If the accepted final states share one energy, the intensity of each level is its sum times a prefactor that depends on the photon energy. For a p shell the two sums, unless both vanish, stand as $2:1$ whatever the orbital character of the final states.

## Derivation

Two facts about the Pauli matrices are needed. Reading the diagonals gives $\operatorname{tr}\sigma_k=0$. From $\sigma_j\sigma_k=\delta_{jk}1+i\sum_m\varepsilon_{jkm}\sigma_m$, with $\varepsilon$ the Levi-Civita symbol, it follows that $\operatorname{tr}\sigma_j\sigma_k=2\delta_{jk}$. For Kronecker products, with $M,M'$ orbital and $N,N'$ spin matrices, $(M\otimes N)(M'\otimes N')=MM'\otimes NN'$ and $\operatorname{tr}(M\otimes N)=\operatorname{tr}M\,\operatorname{tr}N$. Therefore

$$\operatorname{tr}X(A\otimes1)=\sum_k\operatorname{tr}(L_kA\otimes\sigma_k)=\sum_k\operatorname{tr}(L_kA)\,\operatorname{tr}\sigma_k=0 .$$

For any operator $W$ on the product space, linearity of the trace gives

$$\operatorname{tr}PW=\frac{(l+1)\operatorname{tr}W+\operatorname{tr}XW}{2l+1},\qquad \operatorname{tr}QW=\frac{l\operatorname{tr}W-\operatorname{tr}XW}{2l+1}.\tag{1}$$

Setting $W=A\otimes1$, with $\operatorname{tr}W=\operatorname{tr}A\cdot\operatorname{tr}1=2\operatorname{tr}A$ and $\operatorname{tr}XW=0$, yields the claim. No property of the $L_k$ entered.

Equation (1) also shows how the proportion fails. Multiply the first formula by $l$, the second by $l+1$, and subtract. The terms $l(l+1)\operatorname{tr}W$ cancel, the terms in $\operatorname{tr}XW$ add to $(2l+1)\operatorname{tr}XW$, and so

$$l\operatorname{tr}PW-(l+1)\operatorname{tr}QW=\operatorname{tr}XW .\tag{2}$$

Now let $B_0,B_1,B_2$ be further $d\times d$ matrices and $W=A\otimes1+\sum_jB_j\otimes\sigma_j$. The total trace is still $2\operatorname{tr}A$, since each added term carries a factor $\operatorname{tr}\sigma_j=0$, while

$$\operatorname{tr}XW=0+\sum_{k,j}\operatorname{tr}(L_kB_j)\operatorname{tr}(\sigma_k\sigma_j)=2\sum_j\operatorname{tr}(L_jB_j).$$

By (1) the two traces are shifted by $\pm2\sum_j\operatorname{tr}(L_jB_j)/(2l+1)$, and by (2) the relation $l\operatorname{tr}PW=(l+1)\operatorname{tr}QW$ holds exactly when $\sum_j\operatorname{tr}(L_jB_j)=0$.

## A p shell in numbers

Take $l=1$, $d=3$ and the Cartesian matrices $(L_k)_{ab}=-i\varepsilon_{kab}$ with $a,b\in\{0,1,2\}$. The normalised vector $v=(1,i,0)^{\mathsf T}/\sqrt2$ satisfies $L_2v=v$, so it is the state with magnetic quantum number $m=+1$. Let $A=vv^\dagger$, with $\operatorname{tr}A=1$. The trace of $P(A\otimes1)$ is the sum of the expectation values of $P=(2+X)/3$ in the states $v\uparrow$ and $v\downarrow$. Only $L_2\otimes\sigma_2$ has diagonal spin entries, so $\langle X\rangle=+1$ and $-1$, and

$$\operatorname{tr}P(A\otimes1)=1+\tfrac13=\tfrac43,\qquad \operatorname{tr}Q(A\otimes1)=0+\tfrac23=\tfrac23,$$

in agreement with $2(l+1)/(2l+1)=4/3$ and $2l/(2l+1)=2/3$. Neither spin direction shows the proportion $2:1$, and their sum does.

For a spin-dependent weight take $W=1\otimes1+L_2\otimes\sigma_2$. In the basis of eigenstates of $L_2$ and $\sigma_2$, with eigenvalues $m\in\{1,0,-1\}$ and $s=\pm1$, it is diagonal with entries $1+ms$, and the diagonal entries of $P$ are $(2+ms)/3$. The product $ms$ takes each of the values $1,0,-1$ twice, so $\operatorname{tr}PW=2\cdot2\cdot1+2\cdot1\cdot\tfrac23+0=\tfrac{16}{3}$. With the entries $(1-ms)/3$ of $Q$ one finds $\operatorname{tr}QW=0+2\cdot1\cdot\tfrac13+0=\tfrac23$. The proportion is $8:1$.

## The objects in Lean

In the code `d` is the finite type that indexes the orbital basis, and its number of elements is the dimension called $d$ above. That number is not tied to $2l+1$; it may be one, as in the opening case, or zero, where every trace vanishes.

```lean
import Mathlib

open Matrix Complex
open scoped Kronecker NNReal

namespace StatisticalBranching

noncomputable section

variable {d : Type*} [Fintype d] [DecidableEq d]
```

Spin is indexed by `Fin 2`, with `0` for up and `1` for down, and the Cartesian directions by `Fin 3`, so that `pauli 2` is $\sigma_z$. The constant `I` is the imaginary unit.

```lean
/-- The three Pauli matrices `σ_x, σ_y, σ_z`. -/
def pauli : Fin 3 → Matrix (Fin 2) (Fin 2) ℂ :=
  ![!![0, 1; 1, 0], !![0, -I; I, 0], !![1, 0; 0, -1]]
```

Operators on the product space are matrices indexed by pairs in `d × Fin 2`, the orbital index first, and `⊗ₖ` is the Kronecker product. The argument `L` is any triple of matrices. Since $\sigma_k$ and not $\sigma_k/2$ appears, `spinOrbit L` corresponds to $2\,\mathbf L\cdot\mathbf S$, and no coupling constant is included.

```lean
/-- The spin-orbit operator `X = ∑ₖ Lₖ ⊗ σₖ` on orbital ⊗ spin space. -/
def spinOrbit (L : Fin 3 → Matrix d d ℂ) : Matrix (d × Fin 2) (d × Fin 2) ℂ :=
  ∑ k, L k ⊗ₖ pauli k
```

The operators $P$ and $Q$ are `upper l L` and `lower l L`. The parameter `l` has type `ℝ≥0`, the non-negative reals, so it need not be an integer and $2l+1$ is never zero. The expression `((l : ℝ) : ℂ)` is the same number regarded as complex. The names refer to the larger and smaller value of $j$, not to an energy ordering.

```lean
/-- The operator `P = (l + 1 + X) / (2l + 1)`. -/
def upper (l : ℝ≥0) (L : Fin 3 → Matrix d d ℂ) : Matrix (d × Fin 2) (d × Fin 2) ℂ :=
  (2 * ((l : ℝ) : ℂ) + 1)⁻¹ •
    ((((l : ℝ) : ℂ) + 1) • (1 : Matrix (d × Fin 2) (d × Fin 2) ℂ) + spinOrbit L)

/-- The operator `Q = (l - X) / (2l + 1)`. -/
def lower (l : ℝ≥0) (L : Fin 3 → Matrix d d ℂ) : Matrix (d × Fin 2) (d × Fin 2) ℂ :=
  (2 * ((l : ℝ) : ℂ) + 1)⁻¹ •
    (((l : ℝ) : ℂ) • (1 : Matrix (d × Fin 2) (d × Fin 2) ℂ) - spinOrbit L)
```

No Hermiticity, commutation relation or value of $\sum_kL_k^2$ is assumed, so for general `L` these are two affine functions of $X$ and nothing more. That they are projectors onto the levels $j=l\pm\tfrac12$ for true angular momentum matrices, and that the traces are then sums of squared transition matrix elements, was argued above by hand and is not among the theorems. The model has one particle in a finite orbital space, without electron–electron interaction or energy resolution.

The spin-dependent weight is `spinResolved A B`, and `pShell` holds the three Cartesian matrices used above, with `pShell 2` equal to $L_z$.

```lean
/-- The operator `A ⊗ 1 + ∑ⱼ Bⱼ ⊗ σⱼ` with spin-independent part `A` and spin parts `Bⱼ`. -/
def spinResolved (A : Matrix d d ℂ) (B : Fin 3 → Matrix d d ℂ) :
    Matrix (d × Fin 2) (d × Fin 2) ℂ :=
  A ⊗ₖ (1 : Matrix (Fin 2) (Fin 2) ℂ) + ∑ j, B j ⊗ₖ pauli j

/-- The orbital angular momentum matrices of a p shell in the Cartesian basis,
`(Lₖ)ᵢⱼ = -i εₖᵢⱼ`. -/
def pShell : Fin 3 → Matrix (Fin 3) (Fin 3) ℂ :=
  ![!![0, 0, 0; 0, 0, -I; 0, I, 0], !![0, 0, I; 0, 0, 0; -I, 0, 0],
    !![0, -I, 0; I, 0, 0; 0, 0, 0]]
```

## Traces of Pauli matrices and of $X$

The first two lemmas are the facts about the Pauli matrices. The tactic `fin_cases` splits them into three and nine explicit cases, and `trace_fin_two` writes each trace as a sum of two diagonal entries. For the products this replaces the Levi-Civita formula by direct multiplication. The Kronecker delta appears as `if j = k then 2 else 0`.

```lean
/-- Each Pauli matrix is traceless. -/
theorem trace_pauli (k : Fin 3) : trace (pauli k) = 0 := by
  fin_cases k <;> simp [pauli, trace_fin_two]

/-- The Pauli matrices are trace-orthogonal: `tr (σⱼ σₖ) = 2 δⱼₖ`. -/
theorem trace_pauli_mul (j k : Fin 3) :
    trace (pauli j * pauli k) = if j = k then 2 else 0 := by
  fin_cases j <;> fin_cases k <;>
    simp [pauli, trace_fin_two] <;> norm_num
```

The next lemma is the vanishing of $\operatorname{tr}X(A\otimes1)$. The symbol `⊗ₖ` binds more tightly than `*`, so the matrix under the trace is $X$ times $A\otimes1$. The rewriting follows the displayed chain of the derivation: `Finset.sum_mul` and `trace_sum` take the sum over $k$ outside, `mul_kronecker_mul` read from right to left combines the product of two Kronecker products into $L_kA\otimes\sigma_k$, `trace_kronecker` factorises the trace, and `trace_pauli` sets the spin factor to zero.

```lean
omit [DecidableEq d] in
/-- The spin-orbit operator has zero trace against every spin-independent operator `A ⊗ 1`. -/
theorem trace_spinOrbit_mul_orbital (L : Fin 3 → Matrix d d ℂ) (A : Matrix d d ℂ) :
    trace (spinOrbit L * A ⊗ₖ (1 : Matrix (Fin 2) (Fin 2) ℂ)) = 0 := by
  -- each term factorises as tr (Lₖ A) · tr σₖ
  simp only [spinOrbit, Finset.sum_mul, trace_sum, ← mul_kronecker_mul, trace_kronecker,
    Matrix.mul_one, trace_pauli, mul_zero, Finset.sum_const_zero]
```

For the spin-resolved operator the first line of the proof separates the term with $A\otimes1$ and removes it by the previous lemma. The same rewriting then produces the double sum over $k$ and $j$, `trace_pauli_mul` inserts the delta, and `Finset.sum_ite_eq'` carries out the sum over one index. The last line moves the factor $2$ from the right of each term to the left.

```lean
omit [DecidableEq d] in
/-- The trace of `X` against `A ⊗ 1 + ∑ⱼ Bⱼ ⊗ σⱼ` is `2 ∑ⱼ tr (Lⱼ Bⱼ)`. -/
theorem trace_spinOrbit_mul_spinResolved (L B : Fin 3 → Matrix d d ℂ) (A : Matrix d d ℂ) :
    trace (spinOrbit L * spinResolved A B) = 2 * ∑ j, trace (L j * B j) := by
  rw [spinResolved, mul_add, trace_add, trace_spinOrbit_mul_orbital, zero_add]
  -- the orthogonality of the Pauli matrices collapses the double sum
  simp only [spinOrbit, Finset.sum_mul, Finset.mul_sum, trace_sum, ← mul_kronecker_mul,
    trace_kronecker, trace_pauli_mul, mul_ite, mul_zero,
    Finset.sum_ite_eq', Finset.mem_univ, if_true]
  exact Finset.sum_congr rfl fun j _ => mul_comm _ _
```

## The branching theorem

Equation (1) is `trace_upper_lower`, stated for an arbitrary matrix `W` on the product space. Each half of the proof unfolds the definition, distributes the multiplication by `W` over the sum or difference, and pulls the scalars through the trace with `trace_smul`.

```lean
/-- For any operator `W`, the traces of `P W` and `Q W` in terms of `tr W` and `tr (X W)`. -/
theorem trace_upper_lower (l : ℝ≥0) (L : Fin 3 → Matrix d d ℂ)
    (W : Matrix (d × Fin 2) (d × Fin 2) ℂ) :
    trace (upper l L * W) =
        ((((l : ℝ) : ℂ) + 1) * trace W + trace (spinOrbit L * W)) / (2 * ((l : ℝ) : ℂ) + 1) ∧
      trace (lower l L * W) =
        (((l : ℝ) : ℂ) * trace W - trace (spinOrbit L * W)) / (2 * ((l : ℝ) : ℂ) + 1) := by
  constructor
  · rw [upper, smul_mul_assoc, add_mul, smul_mul_assoc, one_mul, trace_smul, trace_add,
      trace_smul, smul_eq_mul, smul_eq_mul, div_eq_inv_mul]
  · rw [lower, smul_mul_assoc, sub_mul, smul_mul_assoc, one_mul, trace_smul, trace_sub,
      trace_smul, smul_eq_mul, smul_eq_mul, div_eq_inv_mul]
```

The main theorem reads: for every non-negative real `l`, every triple `L` and every matrix `A`, the two traces equal $2(l+1)\operatorname{tr}A/(2l+1)$ and $2l\operatorname{tr}A/(2l+1)$. Both equalities are between complex numbers, since `A` need not be Hermitian. The theorem gives the two values and not their quotient. The quotient $(l+1)/l$ can be formed when $l>0$ and $\operatorname{tr}A\neq0$; for $l=0$ the values are $2\operatorname{tr}A$ and $0$, and for traceless $A$ both vanish. The proof specialises (1) to $W=A\otimes1$, replaces $\operatorname{tr}XW$ by zero, factorises $\operatorname{tr}W$ with `hs` supplying the spin trace $2$, and lets `ring` reorder the factors.

```lean
/-- Statistical branching: for arbitrary orbital matrices `Lₖ` and `A`, the traces of
`P (A ⊗ 1)` and `Q (A ⊗ 1)` are `2(l+1) tr A / (2l+1)` and `2l tr A / (2l+1)`. -/
theorem statistical_branching (l : ℝ≥0) (L : Fin 3 → Matrix d d ℂ) (A : Matrix d d ℂ) :
    trace (upper l L * A ⊗ₖ (1 : Matrix (Fin 2) (Fin 2) ℂ)) =
        2 * (((l : ℝ) : ℂ) + 1) * trace A / (2 * ((l : ℝ) : ℂ) + 1) ∧
      trace (lower l L * A ⊗ₖ (1 : Matrix (Fin 2) (Fin 2) ℂ)) =
        2 * ((l : ℝ) : ℂ) * trace A / (2 * ((l : ℝ) : ℂ) + 1) := by
  obtain ⟨h1, h2⟩ := trace_upper_lower l L (A ⊗ₖ (1 : Matrix (Fin 2) (Fin 2) ℂ))
  -- the spin trace of the identity gives the factor 2
  have hs : trace (1 : Matrix (Fin 2) (Fin 2) ℂ) = 2 := by simp
  rw [h1, h2, trace_spinOrbit_mul_orbital, trace_kronecker, hs]
  constructor <;> ring
```

## Spin-dependent weights

The theorem `spinResolved_branching` gives both traces for $W=A\otimes1+\sum_jB_j\otimes\sigma_j$ with arbitrary `A` and `B`. The step `ht` is the observation that the total trace remains $2\operatorname{tr}A$, and `trace_spinOrbit_mul_spinResolved` provides the shift. The shift enters the two numerators with opposite signs.

```lean
/-- For `W = A ⊗ 1 + ∑ⱼ Bⱼ ⊗ σⱼ` the traces of `P W` and `Q W` are shifted from the values
for `A ⊗ 1` by `± 2 ∑ⱼ tr (Lⱼ Bⱼ) / (2l+1)`. -/
theorem spinResolved_branching (l : ℝ≥0) (L B : Fin 3 → Matrix d d ℂ) (A : Matrix d d ℂ) :
    trace (upper l L * spinResolved A B) =
        (2 * (((l : ℝ) : ℂ) + 1) * trace A + 2 * ∑ j, trace (L j * B j)) /
          (2 * ((l : ℝ) : ℂ) + 1) ∧
      trace (lower l L * spinResolved A B) =
        (2 * ((l : ℝ) : ℂ) * trace A - 2 * ∑ j, trace (L j * B j)) /
          (2 * ((l : ℝ) : ℂ) + 1) := by
  obtain ⟨h1, h2⟩ := trace_upper_lower l L (spinResolved A B)
  have hs : trace (1 : Matrix (Fin 2) (Fin 2) ℂ) = 2 := by simp
  -- the spin parts do not contribute to the total trace
  have ht : trace (spinResolved A B) = trace A * 2 := by
    simp only [spinResolved, trace_add, trace_sum, trace_kronecker, trace_pauli, hs, mul_zero,
      Finset.sum_const_zero, add_zero]
  rw [h1, h2, trace_spinOrbit_mul_spinResolved, ht]
  constructor <;> ring
```

Equation (2) is `weighted_difference`, again for arbitrary `W`. This is the step at which $2l+1$ is cancelled, so its being nonzero is established first, in the reals as `hr` by `positivity` from $l\ge0$ and then in the complex numbers as `hc`. After both fractions are put over the common denominator, `div_eq_iff hc` clears it, and `ring` verifies the polynomial identity in which the terms $l(l+1)\operatorname{tr}W$ cancel.

```lean
/-- For any operator `W`, the weighted difference `l tr (P W) - (l+1) tr (Q W)` equals
`tr (X W)`. -/
theorem weighted_difference (l : ℝ≥0) (L : Fin 3 → Matrix d d ℂ)
    (W : Matrix (d × Fin 2) (d × Fin 2) ℂ) :
    ((l : ℝ) : ℂ) * trace (upper l L * W) - (((l : ℝ) : ℂ) + 1) * trace (lower l L * W) =
      trace (spinOrbit L * W) := by
  obtain ⟨h1, h2⟩ := trace_upper_lower l L W
  have hr : (2 * (l : ℝ) + 1) ≠ 0 := by positivity
  have hc : (2 * ((l : ℝ) : ℂ) + 1) ≠ 0 := by
    have := Complex.ofReal_ne_zero.mpr hr
    rwa [Complex.ofReal_add, Complex.ofReal_mul, Complex.ofReal_ofNat,
      Complex.ofReal_one] at this
  rw [h1, h2, ← mul_div_assoc, ← mul_div_assoc, ← sub_div, div_eq_iff hc]
  ring
```

The criterion `statistical_iff` states the proportion in the cross-multiplied form $l\operatorname{tr}PW=(l+1)\operatorname{tr}QW$, which keeps its meaning at $l=0$, where it says $\operatorname{tr}QW=0$, and when both traces vanish. It applies to operators given in the form `spinResolved A B`. The condition concerns only the sum of the three traces $\operatorname{tr}(L_jB_j)$, so the $B_j$ themselves need not vanish. The proof turns the equation into the vanishing of the difference, rewrites the difference by (2) as $2\sum_j\operatorname{tr}(L_jB_j)$, and excludes the alternative $2=0$ left by `mul_eq_zero`.

```lean
/-- For `W = A ⊗ 1 + ∑ⱼ Bⱼ ⊗ σⱼ`, the relation `l tr (P W) = (l+1) tr (Q W)` holds exactly
when `∑ⱼ tr (Lⱼ Bⱼ) = 0`. -/
theorem statistical_iff (l : ℝ≥0) (L B : Fin 3 → Matrix d d ℂ) (A : Matrix d d ℂ) :
    ((l : ℝ) : ℂ) * trace (upper l L * spinResolved A B) =
        (((l : ℝ) : ℂ) + 1) * trace (lower l L * spinResolved A B) ↔
      ∑ j, trace (L j * B j) = 0 := by
  rw [← sub_eq_zero, weighted_difference, trace_spinOrbit_mul_spinResolved, mul_eq_zero]
  constructor
  · rintro (h | h)
    · exact absurd h two_ne_zero
    · exact h
  · exact Or.inr
```

The last theorem is the second numerical case. The triple `![0, 0, pShell 2]` sets $B_0=B_1=0$ and $B_2=L_z$, and the argument `1` of `spinResolved` is the $3\times3$ unit matrix $A$. The proof works in the Cartesian basis, where `hz` computes $\operatorname{tr}L_z^2=2$, the same value as $\sum_m m^2$ in the eigenbasis. With $\operatorname{tr}A=3$ from `h3`, the formulas of `spinResolved_branching` become $(12+4)/3$ and $(6-4)/3$. A spin-independent weight $A\otimes1$ with the same total trace $6$ would give $4$ and $2$.

```lean
/-- In a p shell with `l = 1` and `W = 1 ⊗ 1 + L_z ⊗ σ_z`, the traces of `P W` and `Q W` are
`16/3` and `2/3`. -/
theorem pShell_nonstatistical :
    trace (upper 1 pShell * spinResolved 1 ![0, 0, pShell 2]) = 16 / 3 ∧
      trace (lower 1 pShell * spinResolved 1 ![0, 0, pShell 2]) = 2 / 3 := by
  obtain ⟨h1, h2⟩ := spinResolved_branching 1 pShell ![0, 0, pShell 2] 1
  -- only tr (L_z L_z) = 2 survives
  have hz : trace (pShell 2 * pShell 2) = 2 := by
    simp [pShell, trace_fin_three]
    norm_num
  have hsum : ∑ j, trace (pShell j * (![0, 0, pShell 2] : Fin 3 → _) j) = 2 := by
    rw [Fin.sum_univ_three]
    simpa using hz
  have h3 : trace (1 : Matrix (Fin 3) (Fin 3) ℂ) = 3 := by simp
  rw [h1, h2, hsum, h3]
  constructor <;> norm_num

end

end StatisticalBranching
```

```lean
#print axioms StatisticalBranching.statistical_branching
#print axioms StatisticalBranching.statistical_iff
#print axioms StatisticalBranching.pShell_nonstatistical
```

```
'StatisticalBranching.statistical_branching' depends on axioms: [propext, Classical.choice, Quot.sound]
'StatisticalBranching.statistical_iff' depends on axioms: [propext, Classical.choice, Quot.sound]
'StatisticalBranching.pShell_nonstatistical' depends on axioms: [propext, Classical.choice, Quot.sound]
```
